# Enlarging a Hermitian matrix by m orbitals raises its level count below any energy by 0 to m

Suppose three local orbitals, each counted as one basis function, are added to the augmented-wave basis of a single Hamiltonian matrix (one k-point of a crystal, say), with the potential and the original functions held fixed, and five more of its levels turn up below a fixed energy. With no bound on how far the count can move, the two surplus levels might pass for an effect of coupling. So might a level that vanished.

In an orthonormal basis, both findings signal an error. Let $H$ be the Hermitian Hamiltonian matrix in the enlarged basis and $B$ its block on the original functions. Write $N_A(E)$ for the number of eigenvalues of a matrix $A$ strictly below the real energy $E$, counted with multiplicity. Then $m$ local orbitals give

$$N_B(E)\le N_H(E)\le N_B(E)+m .$$

In practice augmented waves and local orbitals overlap, so one solves $Hc=\varepsilon Sc$ with an overlap matrix $S$, whereas the Lean theorem has $S=1$. For linearly independent functions the missing step is to orthonormalise the original functions first and then the local orbitals against them and each other. This preserves the span of the original functions, and with it their levels.

## Energies, blocks and padded vectors

```lean
import Mathlib

open Matrix

namespace LocalOrbitalEnlargement

noncomputable section

/-- The energy excess of a trial vector `x` relative to the energy `E`: the real part of
`⟨x, (A - E) x⟩`. -/
def energyExcess {ι : Type*} [Fintype ι] (A : Matrix ι ι ℂ) (E : ℝ) (x : ι → ℂ) : ℝ :=
  (star x ⬝ᵥ A *ᵥ x).re - E * (star x ⬝ᵥ x).re
```

For a square matrix $A$ and a trial vector $x$, this defines

$$q_A(x)=\mathrm{Re}\,(x^\dagger A x)-E\,x^\dagger x .$$

`ι` is a finite set of basis labels, `star x` is the complex conjugate, `⬝ᵥ` is the sum of products of entries, and `*ᵥ` applies a matrix to a vector. The vector need not be normalised: for $x\neq0$ and Hermitian $A$, $q_A(x)/x^\dagger x$ is the mean energy minus $E$.

```lean
/-- The block of a Hamiltonian that belongs to the original basis `n`, without the
local orbitals `m`. -/
def leadingBlock {n m : Type*} (H : Matrix (n ⊕ m) (n ⊕ m) ℂ) : Matrix n n ℂ :=
  H.submatrix Sum.inl Sum.inl
```

In Lean, `n` and `m` are the sets of labels themselves, not numbers. Their sizes are written $|n|$ and $|m|$ from here on, so $|m|$ is the $m$ of the title. The label set `n ⊕ m` puts the two side by side, with `Sum.inl` marking an original function and `Sum.inr` a local orbital. `leadingBlock H` is $B$.

```lean
/-- The leading block of a Hermitian matrix is Hermitian. -/
theorem leadingBlock_isHermitian {n m : Type*} {H : Matrix (n ⊕ m) (n ⊕ m) ℂ}
    (hH : H.IsHermitian) : (leadingBlock H).IsHermitian :=
  hH.submatrix Sum.inl
```

A `theorem` here names its hypotheses before the first colon that stands outside all brackets, and its claim after it. This one says that if $H=H^\dagger$, then $B=B^\dagger$.

```lean
/-- A trial vector without local-orbital amplitudes has the same energy excess in the enlarged
basis as in the original one. -/
theorem energyExcess_pad {n m : Type*} [Fintype n] [Fintype m]
    (H : Matrix (n ⊕ m) (n ⊕ m) ℂ) (E : ℝ) (u : n → ℂ) :
    energyExcess H E (Sum.elim u 0) = energyExcess (leadingBlock H) E u := by
  simp [energyExcess, leadingBlock, dotProduct, Matrix.mulVec, Fintype.sum_sum_type]
```

`Sum.elim u 0` is the vector $(u,0)$, with no amplitude on the local orbitals. Multiplying out the blocks gives $(u,0)^\dagger H(u,0)=u^\dagger Bu$ and $(u,0)^\dagger(u,0)=u^\dagger u$, hence $q_H(u,0)=q_B(u)$. Lean expands the sums in the same way.

## Counting levels through the quadratic form

```lean
variable {ι κ μ n m : Type*} [Fintype ι] [DecidableEq ι] [Fintype κ] [DecidableEq κ]
  [Fintype μ] [Fintype n] [DecidableEq n] [Fintype m] [DecidableEq m]

/-- The number of eigenvalues of a Hermitian matrix below `E`, counted with multiplicity. -/
def levelsBelow {A : Matrix ι ι ℂ} (hA : A.IsHermitian) (E : ℝ) : ℕ :=
  Fintype.card {i // hA.eigenvalues i < E}
```

`levelsBelow hA E` is $N_A(E)$. The argument `hA` is a proof that $A$ is Hermitian, which Mathlib needs before it supplies the real list `hA.eigenvalues`. The list has one entry per basis label, so a degenerate level is counted as often as it occurs.

```lean
/-- For a Hermitian matrix `A` there is a unitary matrix `W` such that the energy excess of `W y` is
the sum of the squared amplitudes `‖y i‖ ^ 2` weighted by the eigenvalues of `A` measured from `E`.
-/
theorem energyExcess_eigenbasis {A : Matrix ι ι ℂ} (hA : A.IsHermitian) :
    ∃ W : Matrix ι ι ℂ, Wᴴ * W = 1 ∧ ∀ (E : ℝ) (y : ι → ℂ),
      energyExcess A E (W *ᵥ y) = ∑ i, (hA.eigenvalues i - E) * ‖y i‖ ^ 2 := by
  let W : Matrix ι ι ℂ := Matrix.of fun i j => (hA.eigenvectorBasis j).ofLp i
  have hW : Wᴴ * W = 1 := by
    refine Matrix.ext fun i j => ?_
    have h := orthonormal_iff_ite.mp hA.eigenvectorBasis.orthonormal i j
    rw [PiLp.inner_apply] at h
    rw [Matrix.one_apply, ← h, Matrix.mul_apply]
    refine Finset.sum_congr rfl fun k _ => ?_
    simp [W, mul_comm]
  have hAW : A * W = W * diagonal (fun i => (hA.eigenvalues i : ℂ)) := by
    refine Matrix.ext fun i j => ?_
    have h := congrFun (hA.mulVec_eigenvectorBasis j) i
    simp only [Pi.smul_apply, Complex.real_smul] at h
    rw [Matrix.mul_diagonal]
    exact h.trans (mul_comm _ _)
  refine ⟨W, hW, fun E y => ?_⟩
  have h1 : star (W *ᵥ y) ⬝ᵥ A *ᵥ (W *ᵥ y)
      = star y ⬝ᵥ diagonal (fun i => (hA.eigenvalues i : ℂ)) *ᵥ y := by
    rw [Matrix.star_mulVec, ← Matrix.dotProduct_mulVec]
    simp only [Matrix.mulVec_mulVec]
    rw [hAW, ← Matrix.mul_assoc, hW, Matrix.one_mul]
  have h2 : star (W *ᵥ y) ⬝ᵥ (W *ᵥ y) = star y ⬝ᵥ y := by
    rw [Matrix.star_mulVec, ← Matrix.dotProduct_mulVec, Matrix.mulVec_mulVec, hW,
      Matrix.one_mulVec]
  rw [energyExcess, h1, h2]
  simp only [dotProduct, Matrix.mulVec_diagonal, Pi.star_apply, Complex.re_sum, Finset.mul_sum]
  rw [← Finset.sum_sub_distrib]
  refine Finset.sum_congr rfl fun i _ => ?_
  rw [Complex.sq_norm, Complex.normSq_apply]
  simp only [Complex.star_def, Complex.mul_re, Complex.mul_im, Complex.conj_re,
    Complex.conj_im, Complex.ofReal_re, Complex.ofReal_im]
  ring
```

Let the columns of $W$ be orthonormal eigenvectors of $A$, with eigenvalues $\varepsilon_i$ and $D=\mathrm{diag}(\varepsilon_i)$. Then $W^\dagger W=1$ and $AW=WD$. For $x=Wy$,

$$x^\dagger Ax=y^\dagger W^\dagger WDy=\sum_i\varepsilon_i|y_i|^2,\qquad x^\dagger x=\sum_i|y_i|^2,$$

and therefore $q_A(Wy)=\sum_i(\varepsilon_i-E)|y_i|^2$.

A `have` line records an intermediate result. Here `hW` and `hAW` are the two matrix identities, and `h1` and `h2` evaluate the two products.

```lean
/-- Comparison of level counts for Hermitian matrices `A` and `B`: if the energy excess of `f x` for
`B` is at most that of `x` for `A` whenever `x` obeys the linear constraints `g x = 0`, with `f`
linear, then `A` has at most as many levels below `E` as `B` has, plus the number of constraints. -/
theorem levelsBelow_le_add_constraints {A : Matrix ι ι ℂ} {B : Matrix κ κ ℂ}
    (hA : A.IsHermitian) (hB : B.IsHermitian) (E : ℝ)
    (f : (ι → ℂ) →ₗ[ℂ] (κ → ℂ)) (g : (ι → ℂ) →ₗ[ℂ] (μ → ℂ))
    (hfg : ∀ x, g x = 0 → energyExcess B E (f x) ≤ energyExcess A E x) :
    levelsBelow hA E ≤ levelsBelow hB E + Fintype.card μ := by
  obtain ⟨W, -, hWE⟩ := energyExcess_eigenbasis hA
  obtain ⟨U, hU, hUE⟩ := energyExcess_eigenbasis hB
  by_contra hcon
  unfold levelsBelow at hcon
  -- collect the high amplitudes in A, the low amplitudes in B and the constraints
  let L := (LinearMap.funLeft ℂ ℂ (Subtype.val : {i // ¬ hA.eigenvalues i < E} → ι)).prod
    (((LinearMap.funLeft ℂ ℂ (Subtype.val : {k // hB.eigenvalues k < E} → κ)) ∘ₗ
      Uᴴ.mulVecLin ∘ₗ f ∘ₗ W.mulVecLin).prod (g ∘ₗ W.mulVecLin))
  have hL : ¬ Function.Injective L := by
    intro hi
    have h := LinearMap.finrank_le_finrank_of_injective hi
    simp only [Module.finrank_prod, Module.finrank_fintype_fun_eq_card] at h
    rw [Fintype.card_subtype_compl] at h
    have h' := Fintype.card_subtype_le (fun i => hA.eigenvalues i < E)
    omega
  rw [injective_iff_map_eq_zero] at hL
  push Not at hL
  obtain ⟨y, hy, hy0⟩ := hL
  have h1 : ∀ i, ¬ hA.eigenvalues i < E → y i = 0 := fun i hi =>
    congrFun (congrArg Prod.fst hy) ⟨i, hi⟩
  have h2 : ∀ k, hB.eigenvalues k < E → (Uᴴ *ᵥ f (W *ᵥ y)) k = 0 := fun k hk =>
    congrFun (congrArg (fun p => p.2.1) hy) ⟨k, hk⟩
  have h3 : g (W *ᵥ y) = 0 := congrArg (fun p => p.2.2) hy
  -- the vector lies below E for A
  have hneg : energyExcess A E (W *ᵥ y) < 0 := by
    rw [hWE]
    obtain ⟨i, hi⟩ := Function.ne_iff.mp hy0
    have hlt : hA.eigenvalues i < E := by
      by_contra h
      exact hi (h1 i h)
    calc ∑ j, (hA.eigenvalues j - E) * ‖y j‖ ^ 2 < ∑ _j : ι, (0 : ℝ) := by
          refine Finset.sum_lt_sum (fun j _ => ?_) ⟨i, Finset.mem_univ i, ?_⟩
          · by_cases hj : hA.eigenvalues j < E
            · exact mul_nonpos_of_nonpos_of_nonneg (by linarith) (sq_nonneg _)
            · simp [h1 j hj]
          · exact mul_neg_of_neg_of_pos (by linarith) (pow_pos (norm_pos_iff.mpr hi) 2)
      _ = 0 := by simp
  -- its image does not lie below E for B
  have hpos : 0 ≤ energyExcess B E (f (W *ᵥ y)) := by
    have hx : U *ᵥ (Uᴴ *ᵥ f (W *ᵥ y)) = f (W *ᵥ y) := by
      rw [Matrix.mulVec_mulVec, mul_eq_one_comm.mp hU, Matrix.one_mulVec]
    rw [← hx, hUE]
    refine Finset.sum_nonneg fun k _ => ?_
    by_cases hk : hB.eigenvalues k < E
    · simp [h2 k hk]
    · exact mul_nonneg (by linarith) (sq_nonneg _)
  linarith [hfg _ h3]
```

This theorem compares two Hermitian matrices $A$ and $B$, where $B$ may for the moment be any Hermitian matrix. A linear map $f$ carries trial vectors of $A$ to trial vectors of $B$, and $g(x)=0$ stands for $|\mu|$ linear constraints. If $q_B(f(x))\le q_A(x)$ whenever $g(x)=0$, then $N_A\le N_B+|\mu|$.

Suppose instead that $N_A>N_B+|\mu|$. Let $W$ and $U$ hold the eigenvectors of $A$ and $B$, with eigenvalues $\varepsilon_i$ and $\beta_k$. For amplitudes $y$, put $x=Wy$ and $z=U^\dagger f(x)$, and require

- $y_i=0$ wherever $\varepsilon_i\ge E$,
- $z_k=0$ wherever $\beta_k<E$,
- $g(x)=0$.

These are $(|\iota|-N_A)+N_B+|\mu|<|\iota|$ linear equations for $|\iota|$ unknowns, so some $y\ne0$ solves them. For that $y$,

$$q_A(x)=\sum_{\varepsilon_i<E}(\varepsilon_i-E)|y_i|^2<0,\qquad q_B(f(x))=\sum_{\beta_k\ge E}(\beta_k-E)|z_k|^2\ge0 .$$

This contradicts $q_B(f(x))\le q_A(x)$. In the code, `by_contra` introduces the opposite assumption, `hneg` and `hpos` are the two signs, and the last `linarith` combines them.

### A dimension count with a single linear map

Textbooks often intersect subspaces at this point. The Lean proof gathers all the equations into one map `L`, whose value at $y$ is the triple of quantities that must vanish. `LinearMap.funLeft` with `Subtype.val` keeps only the selected entries of a vector, and `.prod` places the outputs of two maps side by side.

The Mathlib lemma `LinearMap.finrank_le_finrank_of_injective` says that an injective linear map cannot lead into a space of smaller dimension. The dimension of the target is a sum of label counts, so `omega`, which decides linear statements about whole numbers, finds the contradiction. Since `L` is not injective, it sends some nonzero $y$ to zero. Subtraction of natural numbers in Lean stops at zero, which is why `h'` first records that $N_A\le|\iota|$.

## The two bounds for added local orbitals

```lean
/-- Adding local orbitals, labelled by `m`, to the basis of a Hermitian Hamiltonian matrix raises
the number of levels below any real energy `E` by at least 0 and at most the number of added
orbitals. -/
theorem levelsBelow_enlargement {H : Matrix (n ⊕ m) (n ⊕ m) ℂ} (hH : H.IsHermitian) (E : ℝ) :
    levelsBelow (leadingBlock_isHermitian hH) E ≤ levelsBelow hH E ∧
    levelsBelow hH E ≤ levelsBelow (leadingBlock_isHermitian hH) E + Fintype.card m := by
  constructor
  · -- pad with zeros; no constraint is needed
    let pad : (n → ℂ) →ₗ[ℂ] (n ⊕ m → ℂ) :=
      { toFun := fun u => Sum.elim u 0
        map_add' := fun u v => by funext i; rcases i with i | i <;> simp
        map_smul' := fun c u => by funext i; rcases i with i | i <;> simp }
    have h := levelsBelow_le_add_constraints (leadingBlock_isHermitian hH) hH E pad
      (0 : (n → ℂ) →ₗ[ℂ] (Fin 0 → ℂ)) (fun u _ => (energyExcess_pad H E u).le)
    simpa using h
  · -- demand that the local-orbital amplitudes vanish
    refine levelsBelow_le_add_constraints hH (leadingBlock_isHermitian hH) E
      (LinearMap.funLeft ℂ ℂ Sum.inl) (LinearMap.funLeft ℂ ℂ Sum.inr) fun x hx => ?_
    have hx' : x = Sum.elim (LinearMap.funLeft ℂ ℂ Sum.inl x) 0 := by
      funext i
      rcases i with i | i
      · rfl
      · exact congrFun hx i
    exact ((energyExcess_pad H E _).symm.trans (congrArg (energyExcess H E) hx'.symm)).le
```

The symbol `∧` joins the two inequalities, which hold for every Hermitian `H` on `n ⊕ m` and every real `E`. Each comes from the comparison theorem with a suitable choice of $f$ and $g$.

For the lower bound, start from $B$ and let $f(u)=(u,0)$. The excess is unchanged and no constraint is needed; `Fin 0` is the empty set of constraints. Hence $N_B\le N_H$.

For the upper bound, start from $H$, let $f$ keep the original amplitudes, and let $g$ read off the $|m|$ local-orbital amplitudes. If these vanish, then $x=(u,0)$ and again $q_H(x)=q_B(u)$. Hence $N_H\le N_B+|m|$.

This is the counting side of Cauchy interlacing, which textbooks usually write as a chain of inequalities between ordered eigenvalues.

Take one original function at energy 0 and one local orbital at energy 3, with coupling 2:

$$H=\begin{pmatrix}0&2\\2&3\end{pmatrix},\qquad \lambda^2-3\lambda-4=0,\qquad \lambda=-1,\;4 .$$

The block $B$ has the single level 0.

| $E$ | $N_B(E)$ | $N_H(E)$ | gain |
|---|---|---|---|
| $-0.5$ | 0 | 1 | 1 |
| $1$ | 1 | 1 | 0 |
| $5$ | 1 | 2 | 1 |

At $E=-0.5$ the count rises although the local orbital itself lies at 3, because the coupling pushes the lower level down to $-1$.

## Uncoupled orbitals attain both bounds

```lean
/-- Counting the members of a list of real energies, read as complex numbers, with real part
below `E` gives the number of energies below `E`. -/
theorem countP_ofReal {α : Type*} [Fintype α] (v : α → ℝ) (E : ℝ) :
    (Finset.univ.val.map fun i => (v i : ℂ)).countP (fun z => z.re < E)
      = Fintype.card {i // v i < E} := by
  rw [Multiset.countP_map, Fintype.card_subtype]
  simp only [Complex.ofReal_re]
  rfl
```

This lemma prepares the last theorem, where eigenvalues appear as roots of a complex polynomial. It says that if real energies are stored as complex numbers, counting those with real part below $E$ gives the same number as counting the energies directly.

```lean
/-- Added to a Hermitian matrix `B`, local orbitals with real energies `e j` that couple neither to
the original basis nor to each other raise the number of levels below `E` by exactly the number of
`e j` below `E`. -/
theorem levelsBelow_uncoupled {B : Matrix n n ℂ} (hB : B.IsHermitian) (e : m → ℝ)
    (hH : (fromBlocks B 0 0 (diagonal fun j => (e j : ℂ))).IsHermitian) (E : ℝ) :
    levelsBelow hH E = levelsBelow hB E + Fintype.card {j // e j < E} := by

  have hroots : (diagonal fun j => (e j : ℂ)).charpoly.roots
      = Finset.univ.val.map fun j => (e j : ℂ) := by
    have hchar : charmatrix (diagonal fun j => (e j : ℂ))
        = diagonal fun j => Polynomial.X - Polynomial.C (e j : ℂ) := by
      refine Matrix.ext fun i j => ?_
      by_cases h : i = j
      · subst h
        simp
      · simp [h]
    have hc : (diagonal fun j => (e j : ℂ)).charpoly
        = ((Finset.univ.val.map fun j => (e j : ℂ)).map
            fun a => Polynomial.X - Polynomial.C a).prod := by
      rw [Matrix.charpoly, hchar, Matrix.det_diagonal, Multiset.map_map]
      rfl
    rw [hc, Polynomial.roots_multiset_prod_X_sub_C]
  -- the characteristic polynomial factorises, so the two spectra are joined
  have hsplit := congrArg (fun p => p.roots.countP (fun z : ℂ => z.re < E))
    (Matrix.charpoly_fromBlocks_zero₁₂ B 0 (diagonal fun j => (e j : ℂ)))
  rw [Polynomial.roots_mul (mul_ne_zero (Matrix.charpoly_monic B).ne_zero
    (Matrix.charpoly_monic (diagonal fun j => (e j : ℂ))).ne_zero), Multiset.countP_add, hroots,
    hH.roots_charpoly_eq_eigenvalues, hB.roots_charpoly_eq_eigenvalues] at hsplit
  exact (countP_ofReal hH.eigenvalues E).symm.trans
    (hsplit.trans (congrArg₂ (· + ·) (countP_ofReal hB.eigenvalues E) (countP_ofReal e E)))

end

end LocalOrbitalEnlargement
```

Here the local orbitals have energies $e_j$ and couple to nothing, so $H$ is block diagonal. `fromBlocks` assembles it from its four blocks. The hypothesis `hH` adds no restriction, since $B$ is Hermitian and the $e_j$ are real. By hand,

$$\det(X-H)=\det(X-B)\prod_j(X-e_j).$$

The roots of $H$ are those of $B$ together with the $e_j$, multiplicities included. Counting those below $E$ gives

$$N_H(E)=N_B(E)+\#\{j: e_j<E\}.$$

In the code, `hroots` finds the roots of the diagonal block and `hsplit` counts the roots on both sides of the factorisation. Placing every $e_j$ at or above $E$ gives a gain of 0, and placing every one below $E$ gives a gain of $|m|$, so neither bound can be tightened for general $H$.

```lean
#print axioms LocalOrbitalEnlargement.levelsBelow_enlargement
#print axioms LocalOrbitalEnlargement.levelsBelow_uncoupled
```

```
'LocalOrbitalEnlargement.levelsBelow_enlargement' depends on axioms: [propext, Classical.choice, Quot.sound]
'LocalOrbitalEnlargement.levelsBelow_uncoupled' depends on axioms: [propext, Classical.choice, Quot.sound]
```
